# The commutator of two normal-ordered one-body fermion operators, with its zero-body term

Suppose a program stores normal-ordered one-body operators as matrices and computes their commutator by commuting the matrices alone. In general it then loses a number. In the in-medium similarity renormalization group (IMSRG), where a Hamiltonian flows under commutators, that number belongs to the energy of the reference state. For a purely one-body Hamiltonian, the stored energy would stay fixed while the matrix changed, and the whole spectrum would drift. The problems below find the missing number for finitely many modes.

## Operators, occupations and the subtraction

Let $K$ be a commutative ring of scalars, such as $\mathbb C$, and $R$ an algebra over $K$ that contains the operators. Modes are labelled by a finite set `ι`.

```lean
import Mathlib

open Matrix

namespace NormalOrderedOneBodyCommutator

noncomputable section

variable {ι K R : Type*} [Fintype ι] [DecidableEq ι] [CommRing K] [Ring R] [Algebra K R]
```

The annihilators are $a_p$ and the creators $c_p$, written $a_p^\dagger$ in physics. Only the anticommutation relations are assumed; no adjoint is needed.

```lean
/-- The canonical anticommutation relations for annihilators `a p` and creators `c p`. -/
structure CAR (a c : ι → R) : Prop where
  mixed : ∀ p q, a p * c q + c q * a p = if p = q then 1 else 0
  ann : ∀ p q, a p * a q + a q * a p = 0
  cre : ∀ p q, c p * c q + c q * c p = 0
```

A matrix $M$ defines the one-body operator $O(M)=\sum_{pq}M_{pq}\,c_pa_q$.

```lean
/-- The one-body operator `∑ M_pq c_p a_q` with matrix `M`. -/
def oneBody (a c : ι → R) (M : Matrix ι ι K) : R :=
  ∑ p, ∑ q, M p q • (c p * a q)
```

The scalars $n_p$ stand for the occupations of the modes in a reference state whose one-body density matrix is diagonal in these modes, though the algebra allows any values. Normal ordering with respect to that state subtracts a number: $\{M\}=O(M)-\sum_p n_pM_{pp}$. Longer operator strings, and hence Wick's theorem in general, are not treated.

```lean
/-- The normal-ordered one-body operator: `∑ M_pq c_p a_q` minus the scalar `∑ n_p M_pp`. -/
def normalOrdered (a c : ι → R) (n : ι → K) (M : Matrix ι ι K) : R :=
  oneBody a c M - (∑ p, n p * M p p) • (1 : R)
```

Finally, write $Z(A,B)=\sum_{pq}(n_p-n_q)A_{pq}B_{qp}$ for a scalar that will be needed from part (d) on.

```lean
/-- The zero-body term `∑ (n_p - n_q) A_pq B_qp`. -/
def zeroBody (n : ι → K) (A B : Matrix ι ι K) : K :=
  ∑ p, ∑ q, (n p - n q) * A p q * B q p
```

## (a) Two creator–annihilator pairs

Show that the commutator of two pairs contains no quartic term:
$$c_pa_q\,c_ra_s-c_ra_s\,c_pa_q=\delta_{qr}\,c_pa_s-\delta_{sp}\,c_ra_q .$$

**Solution.** Move the inner creator to the left in each product:
$$c_pa_qc_ra_s=\delta_{qr}c_pa_s-c_pc_ra_qa_s,\qquad c_ra_sc_pa_q=\delta_{sp}c_ra_q-c_rc_pa_sa_q .$$
Exchanging the two creators and the two annihilators gives two minus signs, so $c_rc_pa_sa_q=c_pc_ra_qa_s$. The quartic terms cancel in the difference.

In the code, `key` completes both anticommutators by an identity valid in every ring, proved by `noncomm_ring`. The rewriting then inserts the relations, with `h3` and `h4` supplying the two signs.

```lean
omit [Fintype ι] in
/-- The commutator of two creator-annihilator pairs is again a combination of such pairs. -/
theorem pair_commutator {a c : ι → R} (h : CAR a c) (p q r s : ι) :
    c p * a q * (c r * a s) - c r * a s * (c p * a q)
      = (if q = r then c p * a s else 0) - (if s = p then c r * a q else 0) := by
  have h3 : c r * c p = -(c p * c r) := eq_neg_of_add_eq_zero_left (h.cre r p)
  have h4 : a s * a q = -(a q * a s) := eq_neg_of_add_eq_zero_left (h.ann s q)
  -- complete the two anticommutators; the quartic remainders cancel
  have key : c p * a q * (c r * a s) - c r * a s * (c p * a q)
      = c p * (a q * c r + c r * a q) * a s - c r * (a s * c p + c p * a s) * a q
        - (c p * c r) * (a q * a s) + (c r * c p) * (a s * a q) := by
    noncomm_ring
  rw [key, h.mixed q r, h.mixed s p, h3, h4, neg_mul_neg, sub_add_cancel]
  split_ifs <;> simp
```

## (b) One pair against a one-body operator

Show that
$$c_pa_q\,O(B)-O(B)\,c_pa_q=\sum_s B_{qs}\,c_pa_s-\sum_r B_{rp}\,c_ra_q .$$

**Solution.** Multiply (a) by $B_{rs}$ and sum over $r$ and $s$. In the first term $\delta_{qr}$ sets $r=q$; in the second $\delta_{sp}$ sets $s=p$.

The step `e` brings the commutator inside the double sum. `Finset.sum_comm` puts the sum over $r$ innermost in the first term, where the delta removes it.

```lean
/-- The commutator of a single pair `c_p a_q` with a one-body operator. -/
theorem pair_commutator_oneBody {a c : ι → R} (h : CAR a c) (B : Matrix ι ι K) (p q : ι) :
    c p * a q * oneBody a c B - oneBody a c B * (c p * a q)
      = ∑ s, B q s • (c p * a s) - ∑ r, B r p • (c r * a q) := by
  have e : c p * a q * oneBody a c B - oneBody a c B * (c p * a q)
      = ∑ r, ∑ s, B r s • (c p * a q * (c r * a s) - c r * a s * (c p * a q)) := by
    simp only [oneBody, Finset.mul_sum, Finset.sum_mul, mul_smul_comm, smul_mul_assoc,
      smul_sub, Finset.sum_sub_distrib]
  rw [e]
  simp_rw [pair_commutator h]
  simp only [smul_sub, Finset.sum_sub_distrib, smul_ite, smul_zero]
  congr 1
  · rw [Finset.sum_comm]
    simp
  · simp
```

## (c) One-body operators represent the matrix commutator

Show that
$$O(A)O(B)-O(B)O(A)=O(AB-BA).$$

**Solution.** Multiply (b) by $A_{pq}$ and sum:
$$\sum_{pqs}A_{pq}B_{qs}\,c_pa_s-\sum_{pqr}B_{rp}A_{pq}\,c_ra_q=\sum_{ps}(AB)_{ps}\,c_pa_s-\sum_{rq}(BA)_{rq}\,c_ra_q .$$

Here `e` expands the first operator against an arbitrary $X$, so that (b) applies to each pair. The `calc` block reorders the sums of the second term until they form the product $BA$.

```lean
/-- The commutator of two one-body operators is the one-body operator of the matrix
commutator. -/
theorem oneBody_commutator {a c : ι → R} (h : CAR a c) (A B : Matrix ι ι K) :
    oneBody a c A * oneBody a c B - oneBody a c B * oneBody a c A
      = oneBody a c (A * B - B * A) := by
  have e : ∀ X : R, oneBody a c A * X - X * oneBody a c A
      = ∑ p, ∑ q, A p q • (c p * a q * X - X * (c p * a q)) := by
    intro X
    simp only [oneBody, Finset.mul_sum, Finset.sum_mul, mul_smul_comm, smul_mul_assoc,
      smul_sub, Finset.sum_sub_distrib]
  rw [e]
  simp_rw [pair_commutator_oneBody h]
  simp only [oneBody, Matrix.sub_apply, Matrix.mul_apply, sub_smul, Finset.sum_smul,
    smul_sub, Finset.smul_sum, smul_smul, Finset.sum_sub_distrib]
  -- relabel the summation indices in each of the two matrix products
  congr 1
  · exact Finset.sum_congr rfl fun p _ => Finset.sum_comm
  · calc _ = ∑ p, ∑ r, ∑ q, (A p q * B r p) • (c r * a q) :=
          Finset.sum_congr rfl fun p _ => Finset.sum_comm
      _ = ∑ r, ∑ p, ∑ q, (A p q * B r p) • (c r * a q) := Finset.sum_comm
      _ = _ := Finset.sum_congr rfl fun r _ => Finset.sum_comm.trans
          (Finset.sum_congr rfl fun q _ => Finset.sum_congr rfl fun p _ => by
            rw [mul_comm (A p q)])
```

## (d) The occupation-weighted trace

Show that
$$\sum_p n_p\,(AB-BA)_{pp}=Z(A,B).$$

**Solution.** The left side is $\sum_{pq}n_pA_{pq}B_{qp}-\sum_{pq}n_pB_{pq}A_{qp}$. Exchanging the names $p$ and $q$ in the second sum turns it into $\sum_{pq}n_qA_{pq}B_{qp}$, and the difference is $Z(A,B)$. If all occupations are equal, it vanishes.

The proof splits the two sums in the same way, and `Finset.sum_comm` performs the exchange.

```lean
omit [DecidableEq ι] in
/-- The occupation-weighted trace of a matrix commutator is the zero-body term. -/
theorem weighted_trace_commutator (n : ι → K) (A B : Matrix ι ι K) :
    ∑ p, n p * (A * B - B * A) p p = zeroBody n A B := by
  simp only [zeroBody, Matrix.sub_apply, Matrix.mul_apply, mul_sub, sub_mul,
    Finset.sum_sub_distrib, Finset.mul_sum]
  congr 1
  · exact Finset.sum_congr rfl fun p _ => Finset.sum_congr rfl fun q _ => by ring
  · rw [Finset.sum_comm]
    exact Finset.sum_congr rfl fun p _ => Finset.sum_congr rfl fun q _ => by ring
```

## (e) The normal-ordered commutator

Show that
$$\{A\}\{B\}-\{B\}\{A\}=\{AB-BA\}+\sum_{pq}(n_p-n_q)A_{pq}B_{qp}.$$

**Solution.** $\{A\}$ and $\{B\}$ differ from $O(A)$ and $O(B)$ by numbers, which commute with everything. By (c), the left side is therefore $O(AB-BA)$. Restoring normal order gives
$$O(AB-BA)=\{AB-BA\}+\sum_p n_p(AB-BA)_{pp},$$
and (d) evaluates the last sum.

The step `shift` removes the numbers. After (c) and (d) have been inserted, `sub_add_cancel` cancels the subtraction on the right against the zero-body term. In Lean that term multiplies the identity of $R$.

```lean
/-- The commutator of two normal-ordered one-body operators is the normal-ordered operator of
the matrix commutator plus the zero-body term `∑ (n_p - n_q) A_pq B_qp`. -/
theorem normalOrdered_commutator {a c : ι → R} (h : CAR a c) (n : ι → K)
    (A B : Matrix ι ι K) :
    normalOrdered a c n A * normalOrdered a c n B - normalOrdered a c n B * normalOrdered a c n A
      = normalOrdered a c n (A * B - B * A) + zeroBody n A B • (1 : R) := by
  -- scalar shifts do not contribute to a commutator
  have shift : ∀ (X Y : R) (x y : K),
      (X - x • (1 : R)) * (Y - y • (1 : R)) - (Y - y • (1 : R)) * (X - x • (1 : R))
        = X * Y - Y * X := by
    intro X Y x y
    simp only [sub_mul, mul_sub, smul_mul_assoc, mul_smul_comm, one_mul, mul_one]
    module
  unfold normalOrdered
  rw [shift, oneBody_commutator h, weighted_trace_commutator, sub_add_cancel]
```

## (f) Normal-ordered operators average to zero

Let $\omega$ be a linear functional with $\omega(1)=1$ and $\omega(c_pa_q)=n_p\delta_{pq}$. The second condition says that the reference state has a diagonal one-body density matrix, as a Slater determinant has in its own orbitals. Show that
$$\omega(\{M\})=0 .$$

**Solution.** By linearity,
$$\omega(\{M\})=\sum_{pq}M_{pq}n_p\delta_{pq}-\sum_pn_pM_{pp}=0 .$$

Neither positivity of $\omega$ nor the anticommutation relations are used. `simp` collapses the delta, and the two sums are then compared term by term.

```lean
/-- In a normalised reference functional with one-body density `n_p δ_pq`, every normal-ordered
one-body operator has expectation value zero. -/
theorem expectation_normalOrdered {a c : ι → R} (n : ι → K) (ω : R →ₗ[K] K) (h1 : ω 1 = 1)
    (hω : ∀ p q, ω (c p * a q) = if p = q then n p else 0) (M : Matrix ι ι K) :
    ω (normalOrdered a c n M) = 0 := by
  simp only [normalOrdered, oneBody, map_sub, map_sum, map_smul, hω, h1, smul_eq_mul,
    mul_ite, mul_zero, mul_one, Finset.sum_ite_eq, Finset.mem_univ, if_true]
  rw [sub_eq_zero]
  exact Finset.sum_congr rfl fun p _ => mul_comm _ _
```

## (g) The expectation value of the commutator

For the same $\omega$, show that
$$\omega\big(\{A\}\{B\}-\{B\}\{A\}\big)=Z(A,B).$$

**Solution.** Apply $\omega$ to (e). The normal-ordered operator contributes zero by (f), and the number is multiplied by $\omega(1)=1$. The rewriting follows the same order.

```lean
/-- In such a reference functional, the expectation value of the commutator of two
normal-ordered one-body operators is the zero-body term. -/
theorem expectation_commutator {a c : ι → R} (h : CAR a c) (n : ι → K) (ω : R →ₗ[K] K)
    (h1 : ω 1 = 1) (hω : ∀ p q, ω (c p * a q) = if p = q then n p else 0)
    (A B : Matrix ι ι K) :
    ω (normalOrdered a c n A * normalOrdered a c n B
      - normalOrdered a c n B * normalOrdered a c n A) = zeroBody n A B := by
  rw [normalOrdered_commutator h, map_add, expectation_normalOrdered n ω h1 hω, map_smul, h1]
  simp
```

## (h) The Wegner generator

For a complex matrix $F$, let $D$ be its diagonal part and $\eta=DF-FD$.

```lean
/-- The Wegner generator: the commutator of the diagonal part of `F` with `F`. -/
def wegner (F : Matrix ι ι ℂ) : Matrix ι ι ℂ :=
  diagonal (fun p => F p p) * F - F * diagonal (fun p => F p p)
```

For Hermitian $F$ and real occupations, show that
$$Z(\eta,F)=\sum_{pq}(n_p-n_q)(F_{pp}-F_{qq})\,|F_{pq}|^2 .$$

**Solution.** The entries of the generator are $\eta_{pq}=(F_{pp}-F_{qq})F_{pq}$. Since $F$ is Hermitian, $F_{pq}F_{qp}=|F_{pq}|^2$ and the diagonal entries are real. Insert both into $Z$.

These facts are `hw`, `hn` and `hd`. The right side is written as a real number embedded in $\mathbb C$.

```lean
/-- For Hermitian `F` and real occupations, the zero-body term of the Wegner generator with `F`
is `∑ (n_p - n_q) (F_pp - F_qq) |F_pq|²`. -/
theorem zeroBody_wegner (n : ι → ℝ) {F : Matrix ι ι ℂ} (hF : F.IsHermitian) :
    zeroBody (fun p => (n p : ℂ)) (wegner F) F
      = ((∑ p, ∑ q, (n p - n q) * ((F p p).re - (F q q).re) * Complex.normSq (F p q) : ℝ) : ℂ) := by
  have hd : ∀ r, ((F r r).re : ℂ) = F r r := fun r =>
    Complex.conj_eq_iff_re.mp (hF.apply r r)
  simp only [zeroBody, Complex.ofReal_sum, Complex.ofReal_mul, Complex.ofReal_sub]
  refine Finset.sum_congr rfl fun p _ => Finset.sum_congr rfl fun q _ => ?_
  have hn : F p q * F q p = (Complex.normSq (F p q) : ℂ) := by
    have hs : F q p = star (F p q) := (hF.apply q p).symm
    rw [hs]
    exact Complex.mul_conj _
  have hw : wegner F p q = F p p * F p q - F p q * F q q := by
    simp only [wegner, Matrix.sub_apply, Matrix.diagonal_mul, Matrix.mul_diagonal]
  rw [hw, hd p, hd q, ← hn]
  ring
```

## (i) The sign under ordered filling

Suppose that $F_{pp}<F_{qq}$ implies $n_q\le n_p$: a mode of lower diagonal energy is filled at least as much as a higher one. Show that
$$\operatorname{Re}Z(\eta,F)\le 0 .$$

**Solution.** In each term of (h), the factors $n_p-n_q$ and $F_{pp}-F_{qq}$ have opposite signs or one of them vanishes. Their product is nonpositive, and $|F_{pq}|^2\ge0$. Modes of equal diagonal energy need no condition, because their term is zero.

`lt_trichotomy` separates the three orderings of the energies, and `nlinarith` settles the two strict ones.

```lean
/-- If occupations do not increase with the diagonal energies of a Hermitian `F`, the zero-body
term of the Wegner generator with `F` has nonpositive real part. -/
theorem zeroBody_wegner_nonpos (n : ι → ℝ) {F : Matrix ι ι ℂ} (hF : F.IsHermitian)
    (hn : ∀ p q, (F p p).re < (F q q).re → n q ≤ n p) :
    (zeroBody (fun p => (n p : ℂ)) (wegner F) F).re ≤ 0 := by
  rw [zeroBody_wegner n hF, Complex.ofReal_re]
  refine Finset.sum_nonpos fun p _ => Finset.sum_nonpos fun q _ => ?_
  refine mul_nonpos_of_nonpos_of_nonneg ?_ (Complex.normSq_nonneg _)
  rcases lt_trichotomy (F p p).re (F q q).re with hl | he | hg
  · nlinarith [mul_nonneg (sub_nonneg.2 (hn p q hl)) (sub_nonneg.2 hl.le)]
  · rw [he]
    simp
  · nlinarith [mul_nonneg (sub_nonneg.2 (hn q p hg)) (sub_nonneg.2 hg.le)]
```

## Two orbitals, and the line in a flow code

Take modes $0$ and $1$ with $n=(1,0)$ and
$$F=\begin{pmatrix}0&1\\1&2\end{pmatrix},\qquad \eta=\begin{pmatrix}0&-2\\2&0\end{pmatrix}.$$
Then $Z(\eta,F)=(1)(-2)(1)+(-1)(2)(1)=-4$. As a check, $(\eta F-F\eta)_{00}=-2-2=-4$, which is the weighted trace of (d).

Let $H=E+\{F\}$ with a number $E$, the reference energy, and let it flow by $dH/ds=[\{\eta\},H]$. Then $Z(\eta,F)$ is the initial slope of $E$. In NumPy the term reads `np.sum((n[:,None] - n[None,:]) * eta * f.T)`. A calculation with interactions adds contributions from the two-body parts to the same energy derivative.

## (j) Two modes as explicit matrices

Order the four occupation states as empty, mode $0$ filled, mode $1$ filled, both filled, and number them $0$ to $3$. The annihilators are:

```lean
/-- Annihilators of two fermionic modes as matrices on the four occupation states. -/
def modeA : Fin 2 → Matrix (Fin 4) (Fin 4) ℂ :=
  ![!![0, 1, 0, 0; 0, 0, 0, 0; 0, 0, 0, 1; 0, 0, 0, 0],
    !![0, 0, 1, 0; 0, 0, 0, -1; 0, 0, 0, 0; 0, 0, 0, 0]]
```

The creators are their transposes:

```lean
/-- Creators of the two modes, the transposes of the annihilators. -/
def modeC : Fin 2 → Matrix (Fin 4) (Fin 4) ℂ :=
  ![!![0, 0, 0, 0; 1, 0, 0, 0; 0, 0, 0, 0; 0, 0, 1, 0],
    !![0, 0, 0, 0; 0, 0, 0, 0; 1, 0, 0, 0; 0, -1, 0, 0]]
```

The reference functional takes the diagonal element in state $1$, where only mode $0$ is filled:

```lean
/-- The diagonal matrix element in the state where only the first mode is filled. -/
def refState : Matrix (Fin 4) (Fin 4) ℂ →ₗ[ℂ] ℂ where
  toFun M := M 1 1
  map_add' _ _ := rfl
  map_smul' _ _ := rfl
```

Show that these matrices satisfy the anticommutation relations, and that
$$\omega(1)=1,\qquad \omega(c_pa_q)=n_p\delta_{pq},\qquad n=(1,0).$$

**Solution.** Each $a_p$ squares to zero. On the doubly filled state, $a_0a_1$ gives minus the empty state and $a_1a_0$ gives plus it, so the sum vanishes; on all other states both products give zero. Transposition yields the creator relations.

For equal modes, exactly one of $a_pc_p$ and $c_pa_p$ returns a given basis state, and the other gives zero. For different modes, $a_0c_1$ and $c_1a_0$ act only on state $1$, with results $-1$ and $+1$ times state $2$; the remaining case is the transpose.

In state $1$, $c_0a_0$ has diagonal element $1$, and the other three pairs have $0$. Part (g) therefore applies to this system. The code checks the entries case by case and obtains the creator relations by transposition.

```lean
set_option maxHeartbeats 400000 in
/-- The two-mode matrices satisfy the anticommutation relations, and the reference functional is
normalised with one-body density `n = (1, 0)`. -/
theorem CAR_witness : CAR modeA modeC ∧ refState 1 = 1 ∧
    ∀ p q, refState (modeC p * modeA q) = if p = q then (![1, 0] : Fin 2 → ℂ) p else 0 := by
  have hann : ∀ p q, modeA p * modeA q + modeA q * modeA p = 0 := by
    intro p q
    fin_cases p <;> fin_cases q <;> ext i j <;> fin_cases i <;> fin_cases j <;>
      simp [modeA]
  have ht : ∀ p, modeC p = (modeA p)ᵀ := by
    intro p
    fin_cases p <;> ext i j <;> fin_cases i <;> fin_cases j <;> rfl
  refine ⟨⟨?_, hann, ?_⟩, ?_, ?_⟩
  · intro p q
    fin_cases p <;> fin_cases q <;> ext i j <;> fin_cases i <;> fin_cases j <;>
      simp [modeA, modeC]
  · -- the creator relation is the transpose of the annihilator relation
    intro p q
    have h := congrArg Matrix.transpose (hann q p)
    rw [Matrix.transpose_add, Matrix.transpose_mul, Matrix.transpose_mul,
      Matrix.transpose_zero] at h
    rw [ht p, ht q]
    exact h
  · change (1 : Matrix (Fin 4) (Fin 4) ℂ) 1 1 = 1
    exact Matrix.one_apply_eq 1
  · intro p q
    change (modeC p * modeA q) 1 1 = _
    fin_cases p <;> fin_cases q <;>
      simp [modeA, modeC, Matrix.mul_apply, Fin.sum_univ_four]

end

end NormalOrderedOneBodyCommutator
```

```lean
#print axioms NormalOrderedOneBodyCommutator.normalOrdered_commutator
#print axioms NormalOrderedOneBodyCommutator.expectation_commutator
#print axioms NormalOrderedOneBodyCommutator.zeroBody_wegner_nonpos
```

```
'NormalOrderedOneBodyCommutator.normalOrdered_commutator' depends on axioms: [propext, Classical.choice, Quot.sound]
'NormalOrderedOneBodyCommutator.expectation_commutator' depends on axioms: [propext, Classical.choice, Quot.sound]
'NormalOrderedOneBodyCommutator.zeroBody_wegner_nonpos' depends on axioms: [propext, Classical.choice, Quot.sound]
```
